# Axial field-gradient tensor of six equidistant point charges in the layers adjacent to an hcp site

The theorem `second_tensor` concerns the field gradient at a site of an hcp lattice with in-plane lattice constant 1 and axial lattice constant c, produced by six unit point charges, three in each adjacent layer. Each charge at position r contributes the tensor (3 r rᵀ - r² Id)/r⁵, and all six have r² = 4/3 + c²/4. The claim is that, for every real c, their sum is (3c² - 8)/r⁵ times the diagonal tensor with entries -1/2, -1/2, 1. The proof checks the common distance, takes the factor 1/r⁵ out of the sum, computes the remaining sum entry by entry, and finally combines the scalar factors.

The failing Lean file:

```lean
import Mathlib

open Matrix

namespace SecondTensor

noncomputable section

/-- Position of an hcp site for a = 1 and axial lattice constant `c`. The label is the sublattice
(`false` contains the origin, `true` is the shifted layer) followed by three cell coordinates. -/
def pos (c : ℝ) : Bool × ℤ × ℤ × ℤ → Fin 3 → ℝ
  | (false, m, n, k) => ![(m : ℝ) + n / 2, √3 * (n / 2), c * k]
  | (true, m, n, k) => ![(m : ℝ) + n / 2 + 1 / 2, √3 * (n / 2 + 1 / 6), c * (k + 1 / 2)]

/-- The field-gradient tensor (3 r rᵀ - r² Id)/r⁵ of a unit point charge at `r ≠ 0`,
evaluated at the origin. -/
def efg (r : Fin 3 → ℝ) : Matrix (Fin 3) (Fin 3) ℝ :=
  ((√(r ⬝ᵥ r)) ^ 5)⁻¹ • ((3 : ℝ) • vecMulVec r r - (r ⬝ᵥ r) • (1 : Matrix (Fin 3) (Fin 3) ℝ))

/-- The field-gradient tensor summed over a list of sites, none of them at the origin. -/
def efgSum (c : ℝ) (L : List (Bool × ℤ × ℤ × ℤ)) : Matrix (Fin 3) (Fin 3) ℝ :=
  (L.map fun s => efg (pos c s)).sum

/-- The traceless tensor with axial symmetry about z and unit zz component. -/
def axial : Matrix (Fin 3) (Fin 3) ℝ := Matrix.diagonal ![-1 / 2, -1 / 2, 1]

/-- The three next sites in each adjacent layer. -/
def second : List (Bool × ℤ × ℤ × ℤ) :=
  [(true, 1, -1, 0), (true, -1, 1, 0), (true, -1, -1, 0),
   (true, 1, -1, -1), (true, -1, 1, -1), (true, -1, -1, -1)]

/-- Squared distance from the origin to a site of the other sublattice. -/
theorem normSq_other (c : ℝ) (m n k : ℤ) :
    pos c (true, m, n, k) ⬝ᵥ pos c (true, m, n, k)
      = (m : ℝ) ^ 2 + m * n + n ^ 2 + m + n + 1 / 3 + c ^ 2 * (k + 1 / 2) ^ 2 := by
  have h3 : √(3 : ℝ) ^ 2 = 3 := Real.sq_sqrt (by norm_num)
  rw [dotProduct, Fin.sum_univ_three]
  change ((m : ℝ) + n / 2 + 1 / 2) * (m + n / 2 + 1 / 2)
    + √3 * (n / 2 + 1 / 6) * (√3 * (n / 2 + 1 / 6))
    + c * (k + 1 / 2) * (c * (k + 1 / 2)) = _
  linear_combination ((n : ℝ) / 2 + 1 / 6) ^ 2 * h3

/-- If all sites of a list have the same squared distance `d`, the factor 1/r⁵ comes out of
the tensor sum. -/
theorem efgSum_shell (c d : ℝ) (L : List (Bool × ℤ × ℤ × ℤ))
    (h : ∀ s ∈ L, pos c s ⬝ᵥ pos c s = d) :
    efgSum c L = ((√d) ^ 5)⁻¹ • (L.map fun s => (3 : ℝ) • vecMulVec (pos c s) (pos c s)
      - d • (1 : Matrix (Fin 3) (Fin 3) ℝ)).sum := by
  unfold efgSum
  induction L with
  | nil => simp
  | cons s L ih =>
    simp only [List.map_cons, List.sum_cons, smul_add]
    rw [ih fun t ht => h t (List.mem_cons_of_mem s ht), efg, h s List.mem_cons_self]

/-- For any `c` the six sites of the second shell give (3c² - 8)/r⁵ times the tensor `axial`, where
r² = 4/3 + c²/4 is their common squared distance. -/
theorem second_tensor (c : ℝ) :
    efgSum c second = ((3 * c ^ 2 - 8) / (√(4 / 3 + c ^ 2 / 4)) ^ 5) • axial := by
  have h3 : √(3 : ℝ) ^ 2 = 3 := Real.sq_sqrt (by norm_num)
  have hd : ∀ s ∈ second, pos c s ⬝ᵥ pos c s = 4 / 3 + c ^ 2 / 4 := by
    intro s hs
    simp only [second, List.mem_cons, List.not_mem_nil, or_false] at hs
    rcases hs with rfl | rfl | rfl | rfl | rfl | rfl <;>
      rw [normSq_other] <;> push_cast <;> ring
  have hsum : (second.map fun s => (3 : ℝ) • vecMulVec (pos c s) (pos c s)
      - (4 / 3 + c ^ 2 / 4) • (1 : Matrix (Fin 3) (Fin 3) ℝ)).sum
      = (3 * c ^ 2 - 8) • axial := by
    ext i j
    fin_cases i <;> fin_cases j <;>
      simp [second, pos, axial, vecMulVec_apply] <;> linarith [h3]
  rw [efgSum_shell c _ second hd, hsum, smul_smul, div_eq_inv_mul]

end

end SecondTensor
```

Messages:

```
Main.lean:59:80: error: unsolved goals
c : ℝ
h3 : √3 ^ 2 = 3
hd : ∀ s ∈ second, pos c s ⬝ᵥ pos c s = 4 / 3 + c ^ 2 / 4
hsum :
  (List.map (fun s => 3 • vecMulVec (pos c s) (pos c s) - (4 / 3 + c ^ 2 / 4) • 1) second).sum = (3 * c ^ 2 - 8) • axial
⊢ ((√(3⁻¹ * 4 + c ^ 2 / 4) ^ 5)⁻¹ * (3 * c ^ 2 - 8)) • axial = ((3 * c ^ 2 - 8) / √(3⁻¹ * 4 + c ^ 2 / 4) ^ 5) • axial
Main.lean:71:32: warning: This simp argument is unused:
  vecMulVec_apply

Hint: Omit it from the simp argument list.
  [apply] simp [second, pos, axial]

Note: This linter can be disabled with `set_option linter.unusedSimpArgs false`
```

Fix (accepted with no message):

```diff
@@ -69,6 +69,6 @@
     ext i j
     fin_cases i <;> fin_cases j <;>
-      simp [second, pos, axial, vecMulVec_apply] <;> linarith [h3]
-  rw [efgSum_shell c _ second hd, hsum, smul_smul, div_eq_inv_mul]
+      simp [second, pos, axial] <;> linarith [h3]
+  rw [efgSum_shell c _ second hd, hsum, smul_smul, div_eq_inv_mul (3 * c ^ 2 - 8)]
 
 end
```

The error comes from the last rewrite, `div_eq_inv_mul`, which turns a quotient `a / b` into `b⁻¹ * a`. Given without arguments, it may match any quotient, and it settled on `4 / 3` inside the square root. It rewrote that to `3⁻¹ * 4` on both sides, as the remaining goal shows, and left the quotient with numerator `3 * c ^ 2 - 8` on the right untouched. The two scalars therefore still had different forms, and the goal stayed open.

The repair supplies the numerator, `div_eq_inv_mul (3 * c ^ 2 - 8)`, so that `4 / 3` no longer matches and the intended quotient is rewritten. Both sides then read the same, and `rw` closes the goal by reflexivity.

The warning says only that `simp` made no use of `vecMulVec_apply`. Removing it is tidying and has no part in curing the error.
